# For Hermitian S and S-orthonormal orbitals C, the conduction projector's matrix 1 − CC†S is Hermitian exactly when S preserves the occupied span

In linear response with a non-trivial overlap matrix, putting a projector where its adjoint belongs can leave an equation with no solution in the space where the solution is sought. Let $S$ be the overlap matrix, let the columns of $C$ be the occupied orbitals with $C^\dagger SC=1$, and define $P_c=1-CC^\dagger S$. Suppose the orbitals solve $HC=SCE$, with $H$ Hermitian and $E$ the diagonal matrix of energies $\varepsilon_i$. The first-order change $x$ of orbital $i$, taken in the conduction space $C^\dagger Sx=0$, obeys an equation $(H-\varepsilon_iS)x=b$, whose left side satisfies

$$C^\dagger(H-\varepsilon_iS)x=(E-\varepsilon_i)C^\dagger Sx=0 .$$

The right side must therefore satisfy $C^\dagger b=0$. Projecting a vector $b_0$ with $P_c^\dagger$ achieves this, because $C^\dagger P_c^\dagger b_0=(P_cC)^\dagger b_0=0$. Projecting with $P_c$ leaves $(P_c^\dagger C)^\dagger b_0$, which need not vanish. The theorems below settle when it vanishes for every $b_0$, given a fixed overlap matrix in a finite basis; the Hamiltonian and the response equation are motivation and do not enter them.

## Overlap, orbitals and projector as matrices

The finite type `n` labels basis functions and `m` labels occupied orbitals. Thus `S : Matrix n n ℂ` is the overlap matrix and `C : Matrix n m ℂ` holds orbital coefficients in its columns. The symbol `ᴴ` is the conjugate transpose, and `*ᵥ` applies a matrix to a vector. "Hermitian" refers to this conjugate transpose of coefficient matrices, which represents the Hilbert-space adjoint when the basis is orthonormal, as with plane waves. There a non-trivial $S$ comes from ultrasoft pseudopotentials or the projector augmented-wave method, not from the basis. When $S$ is instead the matrix of overlaps of a non-orthogonal basis, self-adjointness in the Hilbert space is self-adjointness with respect to the form $x^\dagger Sy$, and "Hermitian" below is a statement about the coefficient matrix only.

In Lean 4 with Mathlib:

```lean
import Mathlib

open Matrix

namespace OverlapConductionProjector

noncomputable section

variable {n m : Type*} [Fintype n] [DecidableEq n] [Fintype m] [DecidableEq m]
```

The normalisation $C^\dagger SC=1$ is a hypothesis, `hC`, of the theorems that need it, and so is Hermiticity of $S$, `hS`. Positivity of $S$ is never assumed, although a physical overlap matrix has it.

```lean
/-- The conduction projector `Pc = 1 - C C† S` for overlap matrix `S` and occupied orbitals
given by the columns of `C`. -/
def conductionProjector (S : Matrix n n ℂ) (C : Matrix n m ℂ) : Matrix n n ℂ :=
  1 - C * Cᴴ * S
```

## Occupied orbitals are removed, and removed only once

Normalisation gives

$$P_cC=C-C(C^\dagger SC)=C-C=0 .$$

The proof regroups the triple product so that `hC` can replace it by the identity.

```lean
/-- For orbitals orthonormal in the overlap metric, `Pc` annihilates every occupied orbital. -/
theorem projector_mul_orbitals (S : Matrix n n ℂ) (C : Matrix n m ℂ)
    (hC : Cᴴ * S * C = 1) : conductionProjector S C * C = 0 := by
  have h : C * Cᴴ * S * C = C * (Cᴴ * S * C) := by simp only [Matrix.mul_assoc]
  rw [conductionProjector, Matrix.sub_mul, Matrix.one_mul, h, hC, Matrix.mul_one, sub_self]
```

Expanding only the second factor of $P_c^2$ then gives idempotence:

$$P_c(1-CC^\dagger S)=P_c-(P_cC)C^\dagger S=P_c .$$

```lean
/-- For orbitals orthonormal in the overlap metric, `Pc` is idempotent. -/
theorem projector_idempotent (S : Matrix n n ℂ) (C : Matrix n m ℂ)
    (hC : Cᴴ * S * C = 1) :
    conductionProjector S C * conductionProjector S C = conductionProjector S C := by
  have e : conductionProjector S C = 1 - C * (Cᴴ * S) := by
    rw [conductionProjector, Matrix.mul_assoc]
  -- the occupied part of the second factor is removed by the first
  have h : conductionProjector S C * (1 - C * (Cᴴ * S)) = conductionProjector S C := by
    rw [Matrix.mul_sub, Matrix.mul_one, ← Matrix.mul_assoc,
      projector_mul_orbitals S C hC, Matrix.zero_mul, sub_zero]
  rwa [← e] at h
```

## The adjoint, and symmetry in the overlap metric

With $S^\dagger=S$, reversing the order of the factors gives $P_c^\dagger=1-SCC^\dagger$. Here the orbitals need not be normalised.

```lean
omit [DecidableEq m] in
/-- For a Hermitian overlap matrix, the adjoint of the conduction projector is
`Pc† = 1 - S C C†`. -/
theorem projector_adjoint (S : Matrix n n ℂ) (C : Matrix n m ℂ) (hS : S.IsHermitian) :
    (conductionProjector S C)ᴴ = 1 - S * (C * Cᴴ) := by
  simp only [conductionProjector, Matrix.conjTranspose_sub, Matrix.conjTranspose_one,
    Matrix.conjTranspose_mul, Matrix.conjTranspose_conjTranspose, hS.eq]
```

Both sides of the next identity equal $S-SCC^\dagger S$:

$$SP_c=P_c^\dagger S .$$

So $P_c$ is always self-adjoint with respect to the form $x^\dagger Sy$. Ordinary Hermiticity is a separate question.

```lean
omit [DecidableEq m] in
/-- For a Hermitian overlap matrix, `S Pc = Pc† S`: the projector is self-adjoint in the
overlap metric. -/
theorem overlap_mul_projector (S : Matrix n n ℂ) (C : Matrix n m ℂ) (hS : S.IsHermitian) :
    S * conductionProjector S C = (conductionProjector S C)ᴴ * S := by
  rw [projector_adjoint S C hS]
  simp only [conductionProjector, Matrix.mul_sub, Matrix.sub_mul, Matrix.mul_one,
    Matrix.one_mul, Matrix.mul_assoc]
```

## What the projector keeps and what it kills

For any vector $x$,

$$P_cx=x-C(C^\dagger Sx).$$

If $P_cx=x$, then $C(C^\dagger Sx)=0$, and multiplying by $C^\dagger S$ gives $C^\dagger Sx=0$. Conversely, $C^\dagger Sx=0$ makes the subtracted term vanish. If $P_cx=0$, then $x=C(C^\dagger Sx)$ is a combination of occupied orbitals; conversely, $P_cCw=0$ for every $w$.

The theorem states these as two equivalences, and its proof treats the four implications in this order.

```lean
/-- For orbitals orthonormal in the overlap metric, `Pc` leaves a vector unchanged exactly when
`C† S x = 0`, and annihilates it exactly when it is a combination of occupied orbitals. -/
theorem projector_range_and_kernel (S : Matrix n n ℂ) (C : Matrix n m ℂ)
    (hC : Cᴴ * S * C = 1) (x : n → ℂ) :
    (conductionProjector S C *ᵥ x = x ↔ (Cᴴ * S) *ᵥ x = 0) ∧
      (conductionProjector S C *ᵥ x = 0 ↔ ∃ w : m → ℂ, x = C *ᵥ w) := by
  have e : conductionProjector S C *ᵥ x = x - C *ᵥ ((Cᴴ * S) *ᵥ x) := by
    simp only [conductionProjector, Matrix.sub_mulVec, Matrix.one_mulVec,
      Matrix.mulVec_mulVec, Matrix.mul_assoc]
  refine ⟨⟨fun h => ?_, fun h => ?_⟩, ⟨fun h => ?_, fun h => ?_⟩⟩
  · -- the occupied component vanishes, hence so do its coefficients
    rw [e] at h
    have h0 : C *ᵥ ((Cᴴ * S) *ᵥ x) = 0 := sub_eq_self.mp h
    have h1 := congrArg (fun y => (Cᴴ * S) *ᵥ y) h0
    simp only [Matrix.mulVec_zero] at h1
    rwa [Matrix.mulVec_mulVec, hC, Matrix.one_mulVec] at h1
  · rw [e, h, Matrix.mulVec_zero, sub_zero]
  · rw [e] at h
    exact ⟨_, sub_eq_zero.mp h⟩
  · obtain ⟨w, rfl⟩ := h
    rw [Matrix.mulVec_mulVec, projector_mul_orbitals S C hC, Matrix.zero_mulVec]
```

## If the adjoint also kills the orbitals, S preserves their span

Write $G=C^\dagger C$ for the Gram matrix and $N=C^\dagger S^2C$. The condition $P_c^\dagger C=0$ reads $SCG=C$. Multiplying from the left by $C^\dagger S$ gives

$$NG=C^\dagger SC=1 .$$

Since $G$ and $N$ are square and finite, $GN=1$ as well, so

$$SC=SC(GN)=(SCG)N=CN .$$

In the code, `hG` is $SCG=C$, `hN` is $NG=1$, and `mul_eq_one_comm` supplies the inverse on the other side.

```lean
/-- Let `S` be Hermitian and the orbitals orthonormal in the overlap metric. If `Pc†` annihilates
the occupied orbitals, then `S C = C (C† S² C)`. -/
theorem overlap_orbitals_of_adjoint (S : Matrix n n ℂ) (C : Matrix n m ℂ)
    (hS : S.IsHermitian) (hC : Cᴴ * S * C = 1)
    (h : (conductionProjector S C)ᴴ * C = 0) :
    S * C = C * (Cᴴ * S * (S * C)) := by
  have hG : S * C * (Cᴴ * C) = C := by
    rw [projector_adjoint S C hS, Matrix.sub_mul, Matrix.one_mul] at h
    have h' := (sub_eq_zero.mp h).symm
    simpa only [Matrix.mul_assoc] using h'
  -- `C† S² C` inverts the Gram matrix `C† C`
  have hN : (Cᴴ * S * (S * C)) * (Cᴴ * C) = 1 := by
    rw [Matrix.mul_assoc (Cᴴ * S) (S * C) (Cᴴ * C), hG, hC]
  have hN' : (Cᴴ * C) * (Cᴴ * S * (S * C)) = 1 := mul_eq_one_comm.mp hN
  calc S * C = S * C * ((Cᴴ * C) * (Cᴴ * S * (S * C))) := by rw [hN', Matrix.mul_one]
    _ = S * C * (Cᴴ * C) * (Cᴴ * S * (S * C)) := by
        rw [Matrix.mul_assoc (S * C) (Cᴴ * C)]
    _ = C * (Cᴴ * S * (S * C)) := by rw [hG]
```

## Hermiticity is invariance of the occupied span

Invariance is stated on vectors: for every coefficient vector $v$ there is a $w$ with $S(Cv)=Cw$.

Suppose $P_c$ is Hermitian. Then $P_c^\dagger C=P_cC=0$, and the previous step gives $w=Nv$.

Suppose instead that $S$ preserves the span. Applying this to each unit vector and collecting the resulting coefficients as columns gives a matrix $M$ with $SC=CM$. Its adjoint is $C^\dagger S=M^\dagger C^\dagger$, and normalisation becomes $GM=1$. Hence

$$M^\dagger=M^\dagger GM=(M^\dagger C^\dagger)CM=C^\dagger SCM=M ,$$

and therefore

$$SCC^\dagger=CMC^\dagger=CM^\dagger C^\dagger=CC^\dagger S .$$

The two expressions for $P_c^\dagger$ and $P_c$ now agree. The proof builds $M$ with `choose`, then establishes `hMM` and `hcomm`, which are the two displayed lines.

```lean
/-- Let `S` be Hermitian and the orbitals orthonormal in the overlap metric. Then `Pc` is
Hermitian if and only if `S` maps the span of the occupied orbitals into itself. -/
theorem projector_hermitian_iff_invariant (S : Matrix n n ℂ) (C : Matrix n m ℂ)
    (hS : S.IsHermitian) (hC : Cᴴ * S * C = 1) :
    (conductionProjector S C).IsHermitian ↔
      ∀ v : m → ℂ, ∃ w : m → ℂ, S *ᵥ (C *ᵥ v) = C *ᵥ w := by
  constructor
  · intro h v
    have h0 : (conductionProjector S C)ᴴ * C = 0 := by
      rw [h.eq, projector_mul_orbitals S C hC]
    refine ⟨(Cᴴ * S * (S * C)) *ᵥ v, ?_⟩
    rw [Matrix.mulVec_mulVec, Matrix.mulVec_mulVec,
      ← overlap_orbitals_of_adjoint S C hS hC h0]
  · intro h
    -- collect the images of the orbitals into one coefficient matrix
    obtain ⟨M, hM⟩ : ∃ M : Matrix m m ℂ, S * C = C * M := by
      choose f hf using h
      refine ⟨Matrix.of fun i j => f (Pi.single j 1) i, ?_⟩
      ext i j
      have hij := congrFun (hf (Pi.single j 1)) i
      rw [Matrix.mulVec_mulVec, Matrix.mulVec_single_one] at hij
      exact hij
    have hCS : Cᴴ * S = Mᴴ * Cᴴ := by
      have h2 := congrArg Matrix.conjTranspose hM
      rwa [Matrix.conjTranspose_mul, Matrix.conjTranspose_mul, hS.eq] at h2
    have h1 : Cᴴ * C * M = 1 := by
      rw [Matrix.mul_assoc, ← hM, ← Matrix.mul_assoc]
      exact hC
    -- as the inverse of the Gram matrix, `M` is Hermitian
    have hMM : Mᴴ = M := by
      calc Mᴴ = Mᴴ * (Cᴴ * C * M) := by rw [h1, Matrix.mul_one]
        _ = Mᴴ * Cᴴ * C * M := by simp only [Matrix.mul_assoc]
        _ = M := by rw [← hCS, hC, Matrix.one_mul]
    have hcomm : S * (C * Cᴴ) = C * Cᴴ * S := by
      rw [← Matrix.mul_assoc, hM, Matrix.mul_assoc C Cᴴ S, hCS, hMM, Matrix.mul_assoc]
    change (conductionProjector S C)ᴴ = conductionProjector S C
    rw [projector_adjoint S C hS, hcomm, conductionProjector]
```

For a single occupied orbital, the criterion says that the orbital is an eigenvector of $S$. For $S=1$ it always holds, so a calculation with a trivial overlap cannot reveal a misplaced adjoint.

The term $(P_c^\dagger C)^\dagger b_0$ left over in the response equation vanishes for every $b_0$ exactly when $P_c^\dagger C=0$, and this condition obeys the same criterion. If $P_c^\dagger C=0$, then $S$ preserves the span and $P_c$ is Hermitian; if $P_c$ is Hermitian, then $P_c^\dagger C=P_cC=0$.

```lean
/-- Let `S` be Hermitian and the orbitals orthonormal in the overlap metric. Then `Pc†`
annihilates the occupied orbitals if and only if `Pc` is Hermitian. -/
theorem adjoint_mul_orbitals_eq_zero_iff (S : Matrix n n ℂ) (C : Matrix n m ℂ)
    (hS : S.IsHermitian) (hC : Cᴴ * S * C = 1) :
    (conductionProjector S C)ᴴ * C = 0 ↔ (conductionProjector S C).IsHermitian := by
  constructor
  · intro h
    refine (projector_hermitian_iff_invariant S C hS hC).mpr fun v =>
      ⟨(Cᴴ * S * (S * C)) *ᵥ v, ?_⟩
    rw [Matrix.mulVec_mulVec, Matrix.mulVec_mulVec,
      ← overlap_orbitals_of_adjoint S C hS hC h]
  · intro h
    rw [h.eq, projector_mul_orbitals S C hC]
```

## Two overlapping basis functions

Take two normalised basis functions with mutual overlap $1/2$:

$$S=\begin{pmatrix}1&1/2\\1/2&1\end{pmatrix}.$$

```lean
/-- The overlap matrix of two normalised basis functions with mutual overlap `1/2`. -/
def pairOverlap : Matrix (Fin 2) (Fin 2) ℂ := !![1, 1/2; 1/2, 1]
```

Let the first function be the only occupied orbital, $C=(1,0)^T$.

```lean
/-- A single occupied orbital equal to the first basis function. -/
def firstOrbital : Matrix (Fin 2) (Fin 1) ℂ := !![1; 0]
```

Then $C^\dagger SC=1$, and also $C^\dagger C=1$, so

$$P_c^\dagger C=C-SC=\begin{pmatrix}1\\0\end{pmatrix}-\begin{pmatrix}1\\1/2\end{pmatrix}=\begin{pmatrix}0\\-1/2\end{pmatrix}.$$

This is nonzero, so the matrix $P_c$ is not Hermitian, although by $SP_c=P_c^\dagger S$ the operator it represents in this non-orthogonal basis is self-adjoint. The proof checks the matrix entries one by one and obtains the last claim from the equivalence just proved: a Hermitian $P_c$ would force the entry $-1/2$ to be zero.

```lean
/-- For two basis functions with overlap `1/2` and the first one occupied, `S` is Hermitian, the
orbital is normalised, `Pc† C = (0, -1/2)`, and `Pc` is not Hermitian. -/
theorem nonhermitian_projector_witness :
    pairOverlap.IsHermitian ∧ firstOrbitalᴴ * pairOverlap * firstOrbital = 1 ∧
      (conductionProjector pairOverlap firstOrbital)ᴴ * firstOrbital = !![0; -1/2] ∧
      ¬ (conductionProjector pairOverlap firstOrbital).IsHermitian := by
  have hS : pairOverlap.IsHermitian := by
    change pairOverlapᴴ = pairOverlap
    ext i j
    fin_cases i <;> fin_cases j <;> simp [pairOverlap]
  have hC : firstOrbitalᴴ * pairOverlap * firstOrbital = 1 := by
    ext i j
    fin_cases i
    fin_cases j
    simp [pairOverlap, firstOrbital, Matrix.mul_apply, Fin.sum_univ_succ]
  have hP : (conductionProjector pairOverlap firstOrbital)ᴴ * firstOrbital
      = !![0; -1/2] := by
    have hG : firstOrbitalᴴ * firstOrbital = 1 := by
      ext i j
      rw [Matrix.mul_apply, Fin.sum_univ_two]
      fin_cases i
      fin_cases j
      simp [firstOrbital, Matrix.conjTranspose_apply]
    -- with `C† C = 1` the product reduces to `C - S C`
    rw [projector_adjoint _ _ hS, Matrix.sub_mul, Matrix.one_mul,
      Matrix.mul_assoc pairOverlap, Matrix.mul_assoc firstOrbital, hG, Matrix.mul_one]
    ext i j
    rw [Matrix.sub_apply, Matrix.mul_apply, Fin.sum_univ_two]
    fin_cases i <;> fin_cases j <;> simp [pairOverlap, firstOrbital]
    norm_num
  refine ⟨hS, hC, hP, fun h => ?_⟩
  have h0 := (adjoint_mul_orbitals_eq_zero_iff _ _ hS hC).mpr h
  rw [hP] at h0
  have h1 := congrFun (congrFun h0 1) 0
  simp at h1

end

end OverlapConductionProjector
```

```lean
#print axioms OverlapConductionProjector.overlap_mul_projector
#print axioms OverlapConductionProjector.projector_range_and_kernel
#print axioms OverlapConductionProjector.projector_hermitian_iff_invariant
#print axioms OverlapConductionProjector.adjoint_mul_orbitals_eq_zero_iff
```

```
'OverlapConductionProjector.overlap_mul_projector' depends on axioms: [propext, Classical.choice, Quot.sound]
'OverlapConductionProjector.projector_range_and_kernel' depends on axioms: [propext, Classical.choice, Quot.sound]
'OverlapConductionProjector.projector_hermitian_iff_invariant' depends on axioms: [propext, Classical.choice, Quot.sound]
'OverlapConductionProjector.adjoint_mul_orbitals_eq_zero_iff' depends on axioms: [propext, Classical.choice, Quot.sound]
```
